# RIXS interference in an inversion-symmetric dimer model: cos² fringes for equal parities, sin² for opposite ones

## Why doesn't an unknown scattering phase shift the fringe?

Two equivalent ions sit on either side of an inversion centre, and an X-ray photon scatters inelastically from the pair. The core hole is created and filled on one ion or on the other, nothing records which, and the two amplitudes interfere. As the momentum transfer changes, the intensity of an energy-loss peak oscillates.

I have been told that a cos² oscillation means an even final orbital and a sin² oscillation an odd one. What bothers me is that the amplitude for scattering at one ion is complex: it contains the core-hole lifetime and the detuning. Why doesn't its phase move the fringe to some position in between? And does the fringe give the parity of the final orbital, or only its parity relative to the initial one?

## The phase is common to both sites, and the fringe gives relative parity

Inversion symmetry fixes the second site's amplitude once the first one is known. For states of definite parity the two are equal up to a sign, so the unknown phase factors out and disappears from the intensity. The remaining sign is the product of the two parities. The fringe therefore compares the final state with the initial one, and it gives the final parity itself only if the initial parity is known.

### From two sites to one amplitude

Let g be the initial and f the final state, P the inversion and A the scattering matrix of the first site. The second site has the mirror image PAP. With the sites at ±d/2 from the centre and momentum transfer q, the phase is a = q·d/2, up to a sign convention. The dimer operator is

D(a) = exp(ia) A + exp(−ia) PAP,

and the intensity is I(a) = |⟨f, D(a)g⟩|². Suppose that Pg = pg with p = 1 or p = −1. Since P is Hermitian, one factor of P can act on each state:

⟨f, PAPg⟩ = ⟨Pf, APg⟩ = p⟨Pf, Ag⟩.

Scattering at the second site into f is thus scattering at the first site into the reflected state Pf, up to the sign p. The total amplitude has two paths:

⟨f, D(a)g⟩ = exp(ia)⟨f, Ag⟩ + p exp(−ia)⟨Pf, Ag⟩.

If f has the same parity, Pf = pf, the second term contains p² = 1, and

⟨f, D(a)g⟩ = (exp(ia) + exp(−ia))⟨f, Ag⟩ = 2 cos a ⟨f, Ag⟩.

If f has the opposite parity, Pf = −pf, the second term changes sign, and

⟨f, D(a)g⟩ = (exp(ia) − exp(−ia))⟨f, Ag⟩ = 2i sin a ⟨f, Ag⟩.

Taking squared moduli gives

I(a) = 4|⟨f, Ag⟩|² cos² a for equal parities,

I(a) = 4|⟨f, Ag⟩|² sin² a for opposite parities.

Only the modulus of the single-site amplitude survives, which settles your first doubt. The equivalence of the ions matters here: if the second site carried an additional phase factor exp(iδ), the same algebra would give a fringe in a − δ/2.

A final state without definite parity can be split into f₊ = (f + Pf)/2 and f₋ = (f − Pf)/2. For even g, write x = ⟨f, Ag⟩ and y = ⟨Pf, Ag⟩. Then

exp(ia)x + exp(−ia)y = cos a (x + y) + i sin a (x − y),

⟨f, D(a)g⟩ = 2 cos a ⟨f₊, Ag⟩ + 2i sin a ⟨f₋, Ag⟩.

When P² = 1, the two parts satisfy Pf₊ = f₊ and Pf₋ = −f₋. The same condition gives

P D(a) P = exp(ia) PAP + exp(−ia) A = D(−a),

so inversion reverses the phase.

Can one phase be enough to tell the parities apart? The two candidate intensities coincide if ⟨f, Ag⟩ = 0 or if cos² a = sin² a, which means cos 2a = 0. At every other phase, with a nonzero amplitude, they differ. Comparing a measured value with them normally requires the size of the single-site amplitude. At a = 0 it is enough to see whether the peak is present, because the opposite-parity intensity vanishes there.

### What the Lean statements say about the dimer

A state is a function `n → ℂ` on a finite orthonormal basis indexed by `n`, which may consist of orbitals or of many-electron configurations. `amplitude f T g` is `star f ⬝ᵥ (T *ᵥ g)`, with the complex conjugate on the final state. `dimerOperator P A a` is D(a) for a real phase `a`, and `intensity` is the squared norm of its matrix element. The states need not be normalised.

The main theorem, `dimer_interference`, assumes that `P` is Hermitian, that `p` is 1 or −1, and that `P *ᵥ g = p • g`. It gives the cosine law if `P *ᵥ f = p • f` and the sine law if `P *ᵥ f = -(p • f)`. The condition P² = 1 is not among its hypotheses. It appears as `hP2` only in `parity_decomposition` and `inversion_reverses_phase`, although it is part of what makes P a physical inversion.

`parity_from_one_phase` adds a nonzero single-site amplitude and `Real.cos (2 * a) ≠ 0`. For states of definite parity, it says that the intensity equals the cosine value exactly when the final parity equals the initial one.

The matrix A is given and is not derived from a Hamiltonian. It stands for absorption, propagation with the core hole and emission at one site, at fixed photon energy and polarisation. Both absorption and emission are taken to be dipole transitions: each dipole operator changes sign under inversion, the two signs cancel, and the second site has PAP with no extra sign. Writing the total as A plus its mirror image means that the core hole is filled on the site where it was created. A is also the same at every phase, whereas in an experiment a change of scattering geometry can alter the polarisation factors as well. Prefactors, line shapes and sums over overlapping final states are left out. Within this finite model with a fixed site matrix, the result links the momentum dependence of a RIXS peak to the symmetry of the electronic states involved.

`dimer_witness` supplies a two-orbital example with both final parities. Its vectors (1, 1) and (1, −1) are unnormalised and give single-site amplitude 1. After normalisation the amplitude is 1/2, and the fringes are cos² a and sin² a. The even case is elastic, since the final state is the initial one.

```lean
import Mathlib

open Matrix

namespace DimerRIXS

noncomputable section

variable {n : Type*} [Fintype n]

/-- The matrix element `⟨f, T g⟩` of a scattering matrix `T` between the initial state `g`
and the final state `f`. -/
def amplitude (f : n → ℂ) (T : Matrix n n ℂ) (g : n → ℂ) : ℂ :=
  star f ⬝ᵥ (T *ᵥ g)

/-- The scattering operator of a dimer: site matrix `A` with phase `exp(ia)` plus its mirror
image `P A P` with phase `exp(-ia)`. -/
def dimerOperator (P A : Matrix n n ℂ) (a : ℝ) : Matrix n n ℂ :=
  Complex.exp ((a : ℂ) * Complex.I) • A + Complex.exp (-(a : ℂ) * Complex.I) • (P * A * P)

/-- The RIXS intensity of the dimer for the transition from `g` to `f` at phase `a`. -/
def intensity (P A : Matrix n n ℂ) (f g : n → ℂ) (a : ℝ) : ℝ :=
  ‖amplitude f (dimerOperator P A a) g‖ ^ 2

/-- The part `(f + P f)/2` of a state. -/
def evenPart (P : Matrix n n ℂ) (f : n → ℂ) : n → ℂ := (1 / 2 : ℂ) • (f + P *ᵥ f)

/-- The part `(f - P f)/2` of a state. -/
def oddPart (P : Matrix n n ℂ) (f : n → ℂ) : n → ℂ := (1 / 2 : ℂ) • (f - P *ᵥ f)

/-- If `P` is an involution, every state is the sum of its even part and its odd part, and
these have parity `+1` and `-1` under `P`. -/
theorem parity_decomposition [DecidableEq n] {P : Matrix n n ℂ} (hP2 : P * P = 1)
    (f : n → ℂ) :
    evenPart P f + oddPart P f = f ∧ P *ᵥ evenPart P f = evenPart P f ∧
      P *ᵥ oddPart P f = -oddPart P f := by
  unfold evenPart oddPart
  refine ⟨by module, ?_, ?_⟩
  · rw [mulVec_smul, mulVec_add, mulVec_mulVec, hP2, one_mulVec, add_comm]
  · rw [mulVec_smul, mulVec_sub, mulVec_mulVec, hP2, one_mulVec, ← smul_neg, neg_sub]

/-- Conjugating the dimer operator with an involution `P` reverses the phase `a`. -/
theorem inversion_reverses_phase [DecidableEq n] {P : Matrix n n ℂ} (hP2 : P * P = 1)
    (A : Matrix n n ℂ) (a : ℝ) :
    P * dimerOperator P A a * P = dimerOperator P A (-a) := by
  -- the mirror image of the second site is the first site
  have h : P * (P * A * P) * P = A := by
    calc P * (P * A * P) * P = (P * P) * A * (P * P) := by noncomm_ring
      _ = A := by rw [hP2, one_mul, mul_one]
  simp only [dimerOperator, mul_add, add_mul, Matrix.mul_smul, Matrix.smul_mul, h,
    Complex.ofReal_neg, neg_neg]
  exact add_comm _ _

/-- For Hermitian `P` and an initial state with `P g = p g`, scattering at the second site into
`f` has `p` times the amplitude of scattering at the first site into `P f`. -/
theorem mirror_site_amplitude {P : Matrix n n ℂ} (hP : P.IsHermitian) (A : Matrix n n ℂ)
    {p : ℂ} {g : n → ℂ} (hg : P *ᵥ g = p • g) (f : n → ℂ) :
    amplitude f (P * A * P) g = p * amplitude (P *ᵥ f) A g := by
  unfold amplitude
  rw [star_mulVec, hP.eq, ← dotProduct_mulVec, ← mulVec_mulVec, hg, mulVec_smul,
    ← mulVec_mulVec, dotProduct_smul, smul_eq_mul]

/-- For Hermitian `P` and `P g = p g`, the dimer amplitude is a sum over two paths, both
expressed through the scattering matrix of the first site. -/
theorem two_path_amplitude {P : Matrix n n ℂ} (hP : P.IsHermitian) (A : Matrix n n ℂ)
    {p : ℂ} {g : n → ℂ} (hg : P *ᵥ g = p • g) (f : n → ℂ) (a : ℝ) :
    amplitude f (dimerOperator P A a) g =
      Complex.exp ((a : ℂ) * Complex.I) * amplitude f A g +
        Complex.exp (-(a : ℂ) * Complex.I) * (p * amplitude (P *ᵥ f) A g) := by
  rw [← mirror_site_amplitude hP A hg f]
  simp only [amplitude, dimerOperator, add_mulVec, smul_mulVec, dotProduct_add,
    dotProduct_smul, smul_eq_mul]

/-- For Hermitian `P`, an even initial state and any final state, the even part of the final
state enters the amplitude with `2 cos a` and the odd part with `2i sin a`. -/
theorem amplitude_by_parity {P : Matrix n n ℂ} (hP : P.IsHermitian) (A : Matrix n n ℂ)
    {g : n → ℂ} (hg : P *ᵥ g = g) (f : n → ℂ) (a : ℝ) :
    amplitude f (dimerOperator P A a) g =
      2 * Complex.cos a * amplitude (evenPart P f) A g +
        2 * Complex.I * Complex.sin a * amplitude (oddPart P f) A g := by
  have hg' : P *ᵥ g = (1 : ℂ) • g := by rw [hg, one_smul]
  have h2 : star (1 / 2 : ℂ) = 1 / 2 := by simp
  rw [two_path_amplitude hP A hg' f a]
  simp only [amplitude, evenPart, oddPart, star_smul, star_add, star_sub, smul_dotProduct,
    add_dotProduct, sub_dotProduct, h2, smul_eq_mul, Complex.exp_mul_I, Complex.cos_neg,
    Complex.sin_neg]
  ring

/-- Let `P` be Hermitian and let the initial state have parity `p = 1` or `p = -1`. The RIXS
intensity is `4|⟨f, A g⟩|² cos² a` for a final state of the same parity and
`4|⟨f, A g⟩|² sin² a` for one of opposite parity. -/
theorem dimer_interference {P : Matrix n n ℂ} (hP : P.IsHermitian) (A : Matrix n n ℂ)
    {p : ℂ} (hp : p = 1 ∨ p = -1) {f g : n → ℂ} (hg : P *ᵥ g = p • g) (a : ℝ) :
    (P *ᵥ f = p • f →
      intensity P A f g a = 4 * ‖amplitude f A g‖ ^ 2 * Real.cos a ^ 2) ∧
    (P *ᵥ f = -(p • f) →
      intensity P A f g a = 4 * ‖amplitude f A g‖ ^ 2 * Real.sin a ^ 2) := by
  have n2 : ‖(2 : ℂ)‖ = 2 := by simp
  constructor
  · intro hf
    -- equal parities: the two paths add up to a cosine
    have h : amplitude f (dimerOperator P A a) g
        = 2 * Complex.cos a * amplitude f A g := by
      rw [two_path_amplitude hP A hg f a, hf]
      rcases hp with rfl | rfl <;>
        simp only [amplitude, star_smul, star_neg, star_one, smul_dotProduct, smul_eq_mul,
          Complex.exp_mul_I, Complex.cos_neg, Complex.sin_neg] <;> ring
    rw [intensity, h, ← Complex.ofReal_cos]
    simp only [norm_mul, n2, Complex.norm_real, Real.norm_eq_abs, mul_pow, sq_abs]
    ring
  · intro hf
    -- opposite parities: the two paths subtract to a sine
    have h : amplitude f (dimerOperator P A a) g
        = 2 * Complex.I * Complex.sin a * amplitude f A g := by
      rw [two_path_amplitude hP A hg f a, hf]
      rcases hp with rfl | rfl <;>
        simp only [amplitude, star_smul, star_neg, star_one, smul_dotProduct, neg_dotProduct,
          smul_eq_mul, Complex.exp_mul_I, Complex.cos_neg, Complex.sin_neg] <;> ring
    rw [intensity, h, ← Complex.ofReal_sin]
    simp only [norm_mul, n2, Complex.norm_I, Complex.norm_real, Real.norm_eq_abs, mul_pow,
      sq_abs]
    ring

/-- Let `P` be Hermitian, let both states have definite parity and let `⟨f, A g⟩` be nonzero.
At any single phase with `cos 2a ≠ 0`, the intensity takes the cosine value exactly when the
two parities are equal. -/
theorem parity_from_one_phase {P : Matrix n n ℂ} (hP : P.IsHermitian) (A : Matrix n n ℂ)
    {p : ℂ} (hp : p = 1 ∨ p = -1) {f g : n → ℂ} (hg : P *ᵥ g = p • g)
    (hf : P *ᵥ f = p • f ∨ P *ᵥ f = -(p • f)) (hM : amplitude f A g ≠ 0)
    {a : ℝ} (ha : Real.cos (2 * a) ≠ 0) :
    intensity P A f g a = 4 * ‖amplitude f A g‖ ^ 2 * Real.cos a ^ 2 ↔ P *ᵥ f = p • f := by
  refine ⟨fun h => ?_, (dimer_interference hP A hp hg a).1⟩
  rcases hf with hf | hf
  · exact hf
  · -- the sine and cosine values agree only where `cos 2a = 0`
    exfalso
    rw [(dimer_interference hP A hp hg a).2 hf] at h
    have hm : 4 * ‖amplitude f A g‖ ^ 2 ≠ 0 :=
      mul_ne_zero (by norm_num) (pow_ne_zero 2 (norm_ne_zero_iff.mpr hM))
    have hsc := mul_left_cancel₀ hm h
    apply ha
    rw [Real.cos_two_mul]
    linarith [Real.sin_sq_add_cos_sq a]

/-- The exchange of the two sites of a dimer with one orbital per site. -/
def siteSwap : Matrix (Fin 2) (Fin 2) ℂ := !![0, 1; 1, 0]

/-- Scattering at the first site only. -/
def firstSite : Matrix (Fin 2) (Fin 2) ℂ := !![1, 0; 0, 0]

/-- The site exchange is a Hermitian involution, the orbital `(1, 1)` is even, `(1, -1)` is odd,
and scattering at the first site has amplitude `1` from `(1, 1)` into each of them. -/
theorem dimer_witness :
    siteSwap.IsHermitian ∧ siteSwap * siteSwap = 1 ∧
    siteSwap *ᵥ ![1, 1] = ![1, 1] ∧ siteSwap *ᵥ ![1, -1] = -![1, -1] ∧
    amplitude ![1, 1] firstSite ![1, 1] = 1 ∧
    amplitude ![1, -1] firstSite ![1, 1] = 1 := by
  refine ⟨?_, ?_, ?_, ?_, ?_, ?_⟩
  · ext i j
    fin_cases i <;> fin_cases j <;> simp [siteSwap, conjTranspose_apply]
  · ext i j
    fin_cases i <;> fin_cases j <;> simp [siteSwap, Matrix.mul_apply, Fin.sum_univ_two]
  · ext i
    fin_cases i <;> simp [siteSwap, Matrix.mulVec, dotProduct, Fin.sum_univ_two]
  · ext i
    fin_cases i <;> simp [siteSwap, Matrix.mulVec, dotProduct, Fin.sum_univ_two]
  · simp [amplitude, firstSite, Matrix.mulVec, dotProduct, Fin.sum_univ_two]
  · simp [amplitude, firstSite, Matrix.mulVec, dotProduct, Fin.sum_univ_two]

end

end DimerRIXS
```

```lean
#print axioms DimerRIXS.inversion_reverses_phase
#print axioms DimerRIXS.amplitude_by_parity
#print axioms DimerRIXS.dimer_interference
#print axioms DimerRIXS.parity_from_one_phase
```

```
'DimerRIXS.inversion_reverses_phase' depends on axioms: [propext, Classical.choice, Quot.sound]
'DimerRIXS.amplitude_by_parity' depends on axioms: [propext, Classical.choice, Quot.sound]
'DimerRIXS.dimer_interference' depends on axioms: [propext, Classical.choice, Quot.sound]
'DimerRIXS.parity_from_one_phase' depends on axioms: [propext, Classical.choice, Quot.sound]
```

### How P moves onto the final state in Lean

The step ⟨f, PAPg⟩ = p⟨Pf, Ag⟩ is `mirror_site_amplitude`, and every fringe result goes through it. It rests on the way Mathlib moves a matrix across a dot product. The product `⬝ᵥ` does not conjugate anything, so the bra is written explicitly as `star f`. The rewriting begins on the right-hand side of the equation, where the bra is `star (P *ᵥ f)`:

- `star_mulVec` turns it into the row vector `star f` multiplied from the right by the conjugate transpose of P.
- `hP.eq` replaces that conjugate transpose by P. This is where Hermiticity enters.
- `dotProduct_mulVec`, used from right to left, lets P act on the column vector Ag instead.

The right-hand side is now p⟨f, PAg⟩. On the left, `mulVec_mulVec` separates the last factor of P so that it acts on g, `hg` replaces Pg by pg, and the scalar is pulled out. Both sides then agree. This lemma does not need p to be 1 or −1; that restriction comes later.

`two_path_amplitude` uses this identity and the linearity of the matrix element to obtain the sum over two paths. `amplitude_by_parity` expands the exponentials with `Complex.exp_mul_I`, uses the symmetry of cosine and sine under a change of sign, and leaves the collection of terms to `ring`.

In `dimer_interference`, each half first proves an amplitude identity, called `h`, with the factor 2 cos a or 2i sin a. The split `rcases hp with rfl | rfl` treats the two initial parities separately, so the conjugate of p that comes out of the bra is simply 1 or −1. The norm is taken next. Rewriting with `Complex.ofReal_cos` or `Complex.ofReal_sin` shows that the trigonometric factor is a real number, so its norm is an absolute value, and `sq_abs` removes that after squaring.

For `parity_from_one_phase`, one direction is the cosine law itself. For the other, suppose that the intensity has the cosine value but the parities are opposite. The sine law then equates the two expressions, `mul_left_cancel₀` removes the nonzero factor 4|⟨f, Ag⟩|², and sin² a = cos² a remains. With the double-angle formula this gives cos 2a = 0, against the hypothesis.

The two results that use P² = 1 are short. `parity_decomposition` applies P to each part and simplifies PPf to f. `inversion_reverses_phase` first shows that the mirror image of the second site is the first, P(PAP)P = A, and then exchanges the two terms. The example in `dimer_witness` is checked entry by entry.
